# The kinetic potential of a radial GGA and the origin of its 1/r term

If I vary the radial kinetic energy density as in a one-dimensional problem, the hydrogen-like atom fails its own Euler equation. For one electron in the ground state of the potential −Z/r, in atomic units, the density is n = (Z³/π) exp(−2Zr) and the kinetic energy density is n'²/(8n). The expression ∂τ/∂n − (∂τ/∂n')' then gives the constant −Z²/2, so nothing cancels −Z/r and the total is not a constant chemical potential. What is the correct potential for a general gradient-corrected form τ = c n^(5/3) F(s), with s = −n'/(b n^(4/3)), and where does the missing 1/r come from?

## The volume element supplies the missing term

The kinetic energy of a spherical density is 4π ∫ r² τ dr, so the factor r² has to stay inside the radial derivative:

v = ∂τ/∂n − r⁻² (r² ∂τ/∂n')'

Here n(r) is the density, a prime on n is a radial derivative, and a prime on F is a derivative with respect to s. The constant c sets the Thomas-Fermi energy scale, b > 0 sets the scale on which gradients are measured, and F is the enhancement factor. For a spin-unpolarised density in atomic units, the usual values are c = (3/10)(3π²)^(2/3) and b = 2(3π²)^(1/3). The result, at any r > 0 where n > 0 and where n and F are twice differentiable, is

v = c n^(2/3) [5(F − sF')/3 + 4s²F''/3 − F'' n''/(b² n^(5/3))] + 2c n^(1/3) F'/(b r)

The last term is the one your calculation lost. In orbital-free density functional theory, v is the kinetic part of the Euler equation, here for a semilocal model of the non-interacting kinetic energy and a spherical density.

## Differentiating by hand

Treat n and p = n' as independent variables; p is a slope, not a momentum. Then

∂s/∂n = −4s/(3n)

∂s/∂p = −1/(b n^(4/3))

The product and chain rules give

∂τ/∂n = c n^(2/3) [5F/3 − 4sF'/3]

∂τ/∂p = −(c/b) n^(1/3) F'

Now follow the actual profile. The definition of s gives n' = −b s n^(4/3), and therefore

(n^(1/3))' = n'/(3 n^(2/3)) = −b s n^(2/3)/3

s'(r) = −n''/(b n^(4/3)) − 4s n'/(3n) = −n''/(b n^(4/3)) + 4b s² n^(1/3)/3

Differentiate the three factors of r² ∂τ/∂p = −(c/b) r² n^(1/3) F' in turn:

(r² ∂τ/∂p)' = −2c r n^(1/3) F'/b + c r² n^(2/3) [sF'/3 − 4s²F''/3 + F'' n''/(b² n^(5/3))]

Divide by r² and subtract from ∂τ/∂n. The terms −4sF'/3 and −sF'/3 add to −5sF'/3, and the formula follows. The 1/r term comes from differentiating r².

To see that v is the right object, replace n by n + εη. At ε = 0,

d(r²τ)/dε = r² (∂τ/∂n) η + r² (∂τ/∂p) η' = r² v η + (r² (∂τ/∂p) η)'

The last term is a total derivative, which contributes only at the end points of a radial integral.

## What the Lean statements say

`reducedGradient b n p` is s, and `kineticDensity c b F n p` is τ, both as functions of independent numbers n and p. `radialFlux` is r² ∂τ/∂n' evaluated on the profile. `radialPotential` is the Euler-Lagrange expression, written with actual derivatives for an arbitrary τ; despite its name, it contains no nuclear or electronic potential.

The main theorem, `radialPotential_gga`, equates that expression with the formula above. Its hypotheses are local:

- `hb`, `hr` and `hpos` say that b, r and n(r) are positive. The constant c is any real number.
- `hn` says that n is differentiable near r, and `hn2` that n' is differentiable at r. Continuity of n'' is not assumed.
- `hF` and `hF2` say the same of F and F' at the value s(r).

The sign convention differs from the textbook one. The usual reduced gradient contains |∇n| and is never negative, whereas this s is negative where the density rises outward. An F given only for s ≥ 0 should be extended as an even function. At an extremum of the density, where s = 0, the extension must still be twice differentiable, which a term linear in |s| violates.

`first_variation` states the identity for r²τ at a single radius, with η differentiable there. Passing to the functional derivative of the integrated kinetic energy takes one more step: integrating over r, with differentiation under the integral justified and the boundary terms vanishing. The nucleus itself, r = 0, is excluded.

`radialPotential_thomasFermi_weizsacker` takes F = α + a s² and gives

v = (5/3) c α n^(2/3) + (c a/b²) [(n'/n)² − 2n''/n − 4n'/(r n)]

```lean
import Mathlib

open Filter Topology

namespace RadialGGA

noncomputable section

/-- The signed reduced gradient `s = -n' / (b n^(4/3))` of a density `n > 0` with radial
slope `p = n'`, for `b > 0`. -/
def reducedGradient (b n p : ℝ) : ℝ := -p / (b * n ^ (4 / 3 : ℝ))

/-- The semilocal kinetic energy density `τ(n, n') = c n^(5/3) F(s)` with enhancement
factor `F`, for `n > 0` and `b > 0`. -/
def kineticDensity (c b : ℝ) (F : ℝ → ℝ) (n p : ℝ) : ℝ :=
  c * n ^ (5 / 3 : ℝ) * F (reducedGradient b n p)

/-- The radial flux `r² ∂τ/∂n'`, evaluated on the density profile `n`. -/
def radialFlux (τ : ℝ → ℝ → ℝ) (n : ℝ → ℝ) (r : ℝ) : ℝ :=
  r ^ 2 * deriv (fun p => τ (n r) p) (deriv n r)

/-- The radial Euler-Lagrange expression `∂τ/∂n - r⁻² (r² ∂τ/∂n')'`, for `r > 0`. -/
def radialPotential (τ : ℝ → ℝ → ℝ) (n : ℝ → ℝ) (r : ℝ) : ℝ :=
  deriv (fun x => τ x (deriv n r)) (n r) - 1 / r ^ 2 * deriv (radialFlux τ n) r

/-- The powers `1/3`, `2/3`, `4/3` and `5/3` of a positive number `x` are `q`, `q²`, `q⁴` and `q⁵`,
where `q > 0` is its cube root. -/
theorem exists_cube_root {x : ℝ} (hx : 0 < x) :
    ∃ q : ℝ, 0 < q ∧ x = q ^ 3 ∧ x ^ (1 / 3 : ℝ) = q ∧ x ^ (2 / 3 : ℝ) = q ^ 2 ∧
      x ^ (4 / 3 : ℝ) = q ^ 4 ∧ x ^ (5 / 3 : ℝ) = q ^ 5 := by
  refine ⟨x ^ (1 / 3 : ℝ), by positivity, ?_, rfl, ?_, ?_, ?_⟩ <;>
    rw [← Real.rpow_natCast, ← Real.rpow_mul hx.le] <;> norm_num

/-- Rate of change of the reduced gradient when a positive density `u` and its slope `p`
vary differentiably with a parameter, for `b > 0`. -/
theorem hasDerivAt_reducedGradient {b x u' p' : ℝ} {u p : ℝ → ℝ} (hb : 0 < b)
    (hu : HasDerivAt u u' x) (hp : HasDerivAt p p' x) (hpos : 0 < u x) :
    HasDerivAt (fun t => reducedGradient b (u t) (p t))
      (-p' / (b * u x ^ (4 / 3 : ℝ)) - 4 / 3 * reducedGradient b (u x) (p x) * u' / u x) x := by
  have h : HasDerivAt (fun t => u t ^ (4 / 3 : ℝ))
      (u' * (4 / 3) * u x ^ ((4 / 3 : ℝ) - 1)) x := hu.rpow_const (Or.inl hpos.ne')
  rw [Real.rpow_sub_one hpos.ne'] at h
  have hne : b * u x ^ (4 / 3 : ℝ) ≠ 0 := by positivity
  refine (hp.fun_neg.fun_div (h.const_mul b) hne).congr_deriv ?_
  obtain ⟨q, hq, h1, -, -, h4, -⟩ := exists_cube_root hpos
  simp only [reducedGradient, h4]
  rw [h1]
  field_simp

/-- Chain rule for the kinetic energy density when a positive density `u` and its slope `p`
vary differentiably, with `b > 0` and `F` differentiable at the current reduced gradient. -/
theorem hasDerivAt_kineticDensity {c b x u' p' : ℝ} {F u p : ℝ → ℝ} (hb : 0 < b)
    (hu : HasDerivAt u u' x) (hp : HasDerivAt p p' x) (hpos : 0 < u x)
    (hF : DifferentiableAt ℝ F (reducedGradient b (u x) (p x))) :
    HasDerivAt (fun t => kineticDensity c b F (u t) (p t))
      (c * u x ^ (2 / 3 : ℝ) * (5 / 3 * F (reducedGradient b (u x) (p x)) -
        4 / 3 * reducedGradient b (u x) (p x) * deriv F (reducedGradient b (u x) (p x))) * u' -
        c / b * u x ^ (1 / 3 : ℝ) * deriv F (reducedGradient b (u x) (p x)) * p') x := by
  have h : HasDerivAt (fun t => u t ^ (5 / 3 : ℝ))
      (u' * (5 / 3) * u x ^ ((5 / 3 : ℝ) - 1)) x := hu.rpow_const (Or.inl hpos.ne')
  rw [Real.rpow_sub_one hpos.ne'] at h
  have hFs : HasDerivAt (fun t => F (reducedGradient b (u t) (p t))) _ x :=
    hF.hasDerivAt.comp x (hasDerivAt_reducedGradient hb hu hp hpos)
  refine ((h.const_mul c).fun_mul hFs).congr_deriv ?_
  obtain ⟨q, hq, h1, h13, h23, h43, h53⟩ := exists_cube_root hpos
  generalize reducedGradient b (u x) (p x) = s
  simp only [h13, h23, h43, h53]
  rw [h1]
  field_simp
  ring

/-- The local part: `∂τ/∂n = c n^(2/3) (5F/3 - 4sF'/3)` for `n > 0`, `b > 0` and `F`
differentiable at `s`. -/
theorem hasDerivAt_density {c b n p : ℝ} {F : ℝ → ℝ} (hb : 0 < b) (hn : 0 < n)
    (hF : DifferentiableAt ℝ F (reducedGradient b n p)) :
    HasDerivAt (fun x => kineticDensity c b F x p)
      (c * n ^ (2 / 3 : ℝ) * (5 / 3 * F (reducedGradient b n p) -
        4 / 3 * reducedGradient b n p * deriv F (reducedGradient b n p))) n :=
  (hasDerivAt_kineticDensity (u := fun x => x) (p := fun _ => p) hb (hasDerivAt_id' n)
    (hasDerivAt_const n p) hn hF).congr_deriv (by simp only [mul_one, mul_zero, sub_zero])

/-- The gradient part: `∂τ/∂n' = -(c/b) n^(1/3) F'(s)` for `n > 0`, `b > 0` and `F`
differentiable at `s`. -/
theorem hasDerivAt_slope {c b n p : ℝ} {F : ℝ → ℝ} (hb : 0 < b) (hn : 0 < n)
    (hF : DifferentiableAt ℝ F (reducedGradient b n p)) :
    HasDerivAt (fun y => kineticDensity c b F n y)
      (-(c / b * n ^ (1 / 3 : ℝ) * deriv F (reducedGradient b n p))) p :=
  (hasDerivAt_kineticDensity (u := fun _ => n) (p := fun y => y) hb (hasDerivAt_const p n)
    (hasDerivAt_id' p) hn hF).congr_deriv (by simp only [mul_one, mul_zero, zero_sub])

variable {c b r : ℝ} {F n : ℝ → ℝ}

/-- Radial derivative of the flux `r² ∂τ/∂n'`, for `b > 0`, a density positive and twice
differentiable at `r`, and `F` twice differentiable at `s(r)`. -/
theorem hasDerivAt_radialFlux (hb : 0 < b) (hpos : 0 < n r)
    (hn : ∀ᶠ t in 𝓝 r, DifferentiableAt ℝ n t) (hn2 : DifferentiableAt ℝ (deriv n) r)
    (hF : ∀ᶠ y in 𝓝 (reducedGradient b (n r) (deriv n r)), DifferentiableAt ℝ F y)
    (hF2 : DifferentiableAt ℝ (deriv F) (reducedGradient b (n r) (deriv n r))) :
    let s := reducedGradient b (n r) (deriv n r)
    HasDerivAt (radialFlux (kineticDensity c b F) n)
      (c * r ^ 2 * n r ^ (2 / 3 : ℝ) * (s * deriv F s / 3 - 4 * s ^ 2 * deriv (deriv F) s / 3 +
        deriv (deriv F) s * deriv (deriv n) r / (b ^ 2 * n r ^ (5 / 3 : ℝ))) -
        2 * c * r * n r ^ (1 / 3 : ℝ) * deriv F s / b) r := by
  intro s
  have hd := hn.self_of_nhds
  have hs := hasDerivAt_reducedGradient hb hd.hasDerivAt hn2.hasDerivAt hpos
  -- near `r` the flux is given by its closed form
  have hev : radialFlux (kineticDensity c b F) n =ᶠ[𝓝 r] fun t => t ^ 2 *
      -(c / b * n t ^ (1 / 3 : ℝ) * deriv F (reducedGradient b (n t) (deriv n t))) := by
    filter_upwards [hd.continuousAt.tendsto.eventually (lt_mem_nhds hpos),
      hs.continuousAt.tendsto.eventually hF] with t ht hFt
    rw [radialFlux, (hasDerivAt_slope (c := c) hb ht hFt).deriv]
  have h2 : HasDerivAt (fun t : ℝ => t ^ 2) (2 * r) r := by simpa using hasDerivAt_pow 2 r
  have h : HasDerivAt (fun t => n t ^ (1 / 3 : ℝ))
      (deriv n r * (1 / 3) * n r ^ ((1 / 3 : ℝ) - 1)) r :=
    hd.hasDerivAt.rpow_const (Or.inl hpos.ne')
  rw [Real.rpow_sub_one hpos.ne'] at h
  have hcomp := hF2.hasDerivAt.comp r hs
  have hFs : HasDerivAt (fun t => deriv F (reducedGradient b (n t) (deriv n t))) _ r := hcomp
  refine ((h2.fun_mul ((h.const_mul (c / b)).fun_mul hFs).fun_neg).congr_of_eventuallyEq
    hev).congr_deriv ?_
  -- eliminate the slope through `n' = -b s n^(4/3)`
  obtain ⟨q, hq, h1, h13, h23, h43, h53⟩ := exists_cube_root hpos
  have hp : deriv n r = -(b * reducedGradient b (n r) (deriv n r) * q ^ 4) := by
    rw [reducedGradient, h43]
    field_simp
  subst s
  generalize reducedGradient b (n r) (deriv n r) = s at hp ⊢
  simp only [hp, h13, h23, h43, h53]
  rw [h1]
  field_simp
  ring

/-- The radial GGA kinetic potential, for `b > 0`, `r > 0`, a density positive and twice
differentiable at `r`, and an enhancement factor twice differentiable at `s(r)`. -/
theorem radialPotential_gga (hb : 0 < b) (hr : 0 < r) (hpos : 0 < n r)
    (hn : ∀ᶠ t in 𝓝 r, DifferentiableAt ℝ n t) (hn2 : DifferentiableAt ℝ (deriv n) r)
    (hF : ∀ᶠ y in 𝓝 (reducedGradient b (n r) (deriv n r)), DifferentiableAt ℝ F y)
    (hF2 : DifferentiableAt ℝ (deriv F) (reducedGradient b (n r) (deriv n r))) :
    let s := reducedGradient b (n r) (deriv n r)
    radialPotential (kineticDensity c b F) n r =
      c * n r ^ (2 / 3 : ℝ) * (5 * (F s - s * deriv F s) / 3 + 4 * s ^ 2 * deriv (deriv F) s / 3 -
        deriv (deriv F) s * deriv (deriv n) r / (b ^ 2 * n r ^ (5 / 3 : ℝ))) +
        2 * c * n r ^ (1 / 3 : ℝ) * deriv F s / (b * r) := by
  intro s
  rw [radialPotential, (hasDerivAt_density hb hpos hF.self_of_nhds).deriv,
    (hasDerivAt_radialFlux hb hpos hn hn2 hF hF2).deriv]
  obtain ⟨q, hq, -, h13, h23, -, h53⟩ := exists_cube_root hpos
  subst s
  generalize reducedGradient b (n r) (deriv n r) = s
  simp only [h13, h23, h53]
  field_simp
  ring

/-- Under `n → n + εη` the first variation of `r² τ` is `r²` times the radial potential times `η`,
plus a total radial derivative, for `b > 0`, `r > 0`, a density positive and twice differentiable at
`r`, `F` twice differentiable at `s(r)`, and `η` differentiable at `r`. -/
theorem first_variation {η : ℝ → ℝ} (hb : 0 < b) (hr : 0 < r) (hpos : 0 < n r)
    (hn : ∀ᶠ t in 𝓝 r, DifferentiableAt ℝ n t) (hn2 : DifferentiableAt ℝ (deriv n) r)
    (hF : ∀ᶠ y in 𝓝 (reducedGradient b (n r) (deriv n r)), DifferentiableAt ℝ F y)
    (hF2 : DifferentiableAt ℝ (deriv F) (reducedGradient b (n r) (deriv n r)))
    (hη : DifferentiableAt ℝ η r) :
    HasDerivAt (fun ε => r ^ 2 *
        kineticDensity c b F (n r + ε * η r) (deriv n r + ε * deriv η r))
      (r ^ 2 * radialPotential (kineticDensity c b F) n r * η r +
        deriv (fun t => radialFlux (kineticDensity c b F) n t * η t) r) 0 := by
  obtain ⟨D, hD⟩ : ∃ D, HasDerivAt (radialFlux (kineticDensity c b F) n) D r :=
    ⟨_, hasDerivAt_radialFlux hb hpos hn hn2 hF hF2⟩
  have line (a v : ℝ) : HasDerivAt (fun ε : ℝ => a + ε * v) v 0 :=
    (((hasDerivAt_id' (0 : ℝ)).mul_const v).const_add a).congr_deriv (one_mul v)
  have h := (hasDerivAt_kineticDensity (c := c) (F := F) hb (line (n r) (η r))
    (line (deriv n r) (deriv η r)) (by simpa using hpos)
    (by simpa using hF.self_of_nhds)).const_mul (r ^ 2)
  refine h.congr_deriv ?_
  -- the derivative of the flux cancels between the two terms
  rw [(hD.fun_mul hη.hasDerivAt).deriv, radialPotential, hD.deriv, radialFlux,
    (hasDerivAt_density hb hpos hF.self_of_nhds).deriv,
    (hasDerivAt_slope hb hpos hF.self_of_nhds).deriv]
  simp only [zero_mul, add_zero]
  field_simp
  ring

/-- For `F(s) = α + a s²` the potential is a Thomas-Fermi term plus a von Weizsäcker term,
for `b > 0`, `r > 0` and a density positive and twice differentiable at `r`. -/
theorem radialPotential_thomasFermi_weizsacker (α a : ℝ) (hb : 0 < b) (hr : 0 < r)
    (hpos : 0 < n r) (hn : ∀ᶠ t in 𝓝 r, DifferentiableAt ℝ n t)
    (hn2 : DifferentiableAt ℝ (deriv n) r) :
    radialPotential (kineticDensity c b (fun s => α + a * s ^ 2)) n r =
      5 / 3 * c * α * n r ^ (2 / 3 : ℝ) + c * a / b ^ 2 * ((deriv n r / n r) ^ 2 -
        2 * deriv (deriv n) r / n r - 4 * deriv n r / (r * n r)) := by
  have d1 : deriv (fun s : ℝ => α + a * s ^ 2) = fun s => 2 * a * s := by
    funext s
    have h2 : HasDerivAt (fun t : ℝ => t ^ 2) (2 * s) s := by simpa using hasDerivAt_pow 2 s
    exact (((h2.const_mul a).const_add α).congr_deriv (by ring)).deriv
  have d2 : deriv (fun s : ℝ => 2 * a * s) = fun _ => 2 * a := by
    funext s
    exact (((hasDerivAt_id' s).const_mul (2 * a)).congr_deriv (mul_one _)).deriv
  have h := radialPotential_gga (c := c) (F := fun s => α + a * s ^ 2) hb hr hpos hn hn2
    (Eventually.of_forall fun _ => by fun_prop) (by rw [d1]; fun_prop)
  obtain ⟨q, hq, h1, h13, h23, h43, h53⟩ := exists_cube_root hpos
  rw [h]
  simp only [d1, d2, reducedGradient, h13, h23, h43, h53]
  rw [h1]
  field_simp
  ring

end

end RadialGGA
```

```lean
#print axioms RadialGGA.radialPotential_gga
#print axioms RadialGGA.first_variation
#print axioms RadialGGA.radialPotential_thomasFermi_weizsacker
```

```
'RadialGGA.radialPotential_gga' depends on axioms: [propext, Classical.choice, Quot.sound]
'RadialGGA.first_variation' depends on axioms: [propext, Classical.choice, Quot.sound]
'RadialGGA.radialPotential_thomasFermi_weizsacker' depends on axioms: [propext, Classical.choice, Quot.sound]
```

## From the chain rule to the potential in Lean

Fractional powers are the main algebraic nuisance. `exists_cube_root` writes a positive density as q³, so that n^(1/3), n^(2/3), n^(4/3) and n^(5/3) become q, q², q⁴ and q⁵. After this substitution, `field_simp` clears denominators and `ring` settles any polynomial identity that remains.

`hasDerivAt_reducedGradient` differentiates s when density and slope both vary with a parameter, and `hasDerivAt_kineticDensity` carries this through to τ. One chain rule then serves several purposes. With the slope held fixed it gives ∂τ/∂n in `hasDerivAt_density`; with the density held fixed it gives ∂τ/∂n' in `hasDerivAt_slope`. Along n + εη it gives the first variation.

`hasDerivAt_radialFlux` needs more care than the calculation by hand suggests. To differentiate the flux at r, its closed form must be known in a neighbourhood of r and not only at r itself. Continuity of n keeps the density positive nearby, and continuity of s(r) keeps s where F is differentiable. The `filter_upwards` step combines these two facts. The proof then applies the product rule and eliminates n' through `hp`, which is n' = −b s n^(4/3) in terms of q.

`radialPotential_gga` substitutes the two computed derivatives into the definition and simplifies. In `first_variation`, the derivative of the flux appears once inside v and once, with the opposite sign, in the total derivative, so it cancels. The last theorem computes F' = 2as and F'' = 2a and inserts them into the general formula.

## The hydrogen-like atom and a radial grid

For your example set α = 0 and c a/b² = 1/8, which turns τ into n'²/(8n). The density has n'/n = −2Z and n''/n = 4Z², so

v = (1/8) [4Z² − 8Z² + 8Z/r] = −Z²/2 + Z/r

Adding the nuclear potential −Z/r leaves −Z²/2, the ground-state energy, at every r > 0. The term 2c n^(1/3) F'/(b r) equals Z/r here, which is exactly what the one-dimensional variation omitted.

In an orbital-free calculation for a spherical atom with a functional of this form, the same formula can be evaluated at each radial grid point with r > 0 where its hypotheses hold. The electron density at the present iteration supplies n, n' and n''; these give s, and the chosen functional gives F, F' and F''. The resulting v is added to the nuclear, Hartree and exchange-correlation potentials. The Euler equation asks that the sum equal a constant chemical potential μ, so its deviation from μ is a residual that an iterative solver can use to update the density.
